# Kinetic balance is necessary and sufficient for the Schrödinger limit of the reduced Dirac energy at fixed E

## Why does raising c leave my kinetic energy at half its value?

I tried the Dirac equation for a free particle in the smallest basis I could think of, in atomic units. There is one large-component function u of norm one. In two orthonormal small-component functions, σ·p u has the coefficients (1, 1), so the Schrödinger kinetic energy is ‖σ·p u‖²/2 = 1. If I keep only the first small-component function, the positive eigenvalue, measured from the rest energy, is

E = −c² + √(c⁴ + c²),

and this tends to 1/2 as c grows, not to 1. With both functions I do get 1. Which property of the small-component basis decides whether the nonrelativistic limit comes out right?

## The small-component space has to contain σ·p of every large-component function

Your single function captures only half of ‖σ·p u‖², and no value of c restores the rest. In general, let U be the large-component space, W the small-component space, and T the operator σ·p (or, for a radial equation, d/dr + κ/r). If the potential acts on the large component only and E is held fixed, the energy functional left after elimination of the small component tends to the Schrödinger one on all of U exactly when T(U) ⊆ W. This is kinetic balance.

### The missing kinetic energy

Let P be the orthogonal projection onto W. The vector PTu lies in W and Tu − PTu is orthogonal to W, so the cross term vanishes:

‖Tu‖² = ‖PTu‖² + ‖Tu − PTu‖².

Hence ‖PTu‖² ≤ ‖Tu‖², with equality if and only if Tu = PTu, that is, Tu ∈ W. In your example Tu = (1, 1) and PTu = (1, 0), so the squared norms are 2 and 1.

### Eliminating the small component

Let V be the potential and w ∈ W the small component. Tested on the two spaces, the Dirac equation reads

⟨x, Vu⟩ + c⟨Tx, w⟩ = E⟨x, u⟩ for all x ∈ U,

c⟨y, Tu⟩ − 2c²⟨y, w⟩ = E⟨y, w⟩ for all y ∈ W.

Since ⟨y, Tu⟩ = ⟨y, PTu⟩ for y ∈ W, the second line says

(2c² + E)⟨y, w⟩ = c⟨y, PTu⟩.

For 2c² + E ≠ 0, the vector w − c/(2c² + E) PTu is therefore orthogonal to W. It also lies in W, so it is orthogonal to itself and vanishes:

w = c/(2c² + E) PTu.

Inserting this in the first line, with ⟨Tx, PTu⟩ = ⟨PTx, PTu⟩, gives

⟨x, Vu⟩ + c²/(2c² + E) ⟨PTx, PTu⟩ = E⟨x, u⟩.

These steps can be reversed. Setting x = u and taking the real part gives

Re⟨u, Vu⟩ + c²/(2c² + E) ‖PTu‖² = E‖u‖².

The left side is the reduced energy; for a solution with ‖u‖ = 1 it equals E.

### Letting c grow

The prefactor is

c²/(2c² + E) = 1/2 − (E/2)/(2c² + E) → 1/2.

So the reduced energy tends to Re⟨u, Vu⟩ + ‖PTu‖²/2. The Schrödinger value is Re⟨u, Vu⟩ + ‖Tu‖²/2. A limit is unique, so the two agree for every u ∈ U exactly when ‖PTu‖² = ‖Tu‖² on U, which means T(U) ⊆ W. Otherwise the limit is too low by ‖Tu − PTu‖²/2 for some u.

In orthonormal bases of U and W, let B be the matrix of PT on U, and let V now denote the matrix of the potential. The reduced matrix is V + c²/(2c² + E) B†B, and its difference from the limit is

−(E/2)/(2c² + E) B†B.

Multiplied by c², this tends to −(E/4) B†B. The matrix limit V + B†B/2 exists for every B, balanced or not; balance decides whether it is the Schrödinger matrix.

```lean
import Mathlib

open Filter Topology Matrix

namespace KineticBalance

noncomputable section

variable {H K : Type*} [NormedAddCommGroup H] [InnerProductSpace ℂ H]
  [NormedAddCommGroup K] [InnerProductSpace ℂ K]

/-- The Dirac equation in a basis, for mass one and energy `E` measured from the rest energy:
the large component `u` lies in `U`, the small component `w` in `W`, and both equations are
tested on these spaces. The potential `V` acts on the large component only. -/
def IsDiracSolution (V : H →ₗ[ℂ] H) (T : H →ₗ[ℂ] K) (U : Submodule ℂ H) (W : Submodule ℂ K)
    (c E : ℝ) (u : H) (w : K) : Prop :=
  u ∈ U ∧ w ∈ W ∧
  (∀ x ∈ U, inner ℂ x (V u) + (c : ℂ) * inner ℂ (T x) w = (E : ℂ) * inner ℂ x u) ∧
  (∀ y ∈ W, (c : ℂ) * inner ℂ y (T u) - 2 * (c : ℂ) ^ 2 * inner ℂ y w = (E : ℂ) * inner ℂ y w)

/-- The energy functional of the large component after elimination of the small one, which is
expanded in `W`; it has this meaning only for `2c² + E ≠ 0`. -/
def reducedEnergy (V : H →ₗ[ℂ] H) (T : H →ₗ[ℂ] K) (W : Submodule ℂ K)
    [W.HasOrthogonalProjection] (E c : ℝ) (u : H) : ℝ :=
  (inner ℂ u (V u)).re + c ^ 2 / (2 * c ^ 2 + E) * ‖W.starProjection (T u)‖ ^ 2

/-- The Schrödinger energy functional with kinetic energy `‖T u‖² / 2`. -/
def schrodingerEnergy (V : H →ₗ[ℂ] H) (T : H →ₗ[ℂ] K) (u : H) : ℝ :=
  (inner ℂ u (V u)).re + ‖T u‖ ^ 2 / 2

/-- The matrix `V + c² B*B / (2c² + E)` acting on the large component, meant for `2c² + E ≠ 0`. -/
def reducedMatrix {m n : Type*} [Fintype m] (V : Matrix n n ℂ) (B : Matrix m n ℂ)
    (E c : ℝ) : Matrix n n ℂ :=
  V + (c ^ 2 / (2 * c ^ 2 + E)) • (Bᴴ * B)

/-- Overlaps with a vector of `W` do not change when the other vector is projected onto `W`. -/
theorem inner_projection (W : Submodule ℂ K) [W.HasOrthogonalProjection] {y : K} (hy : y ∈ W)
    (v : K) : inner ℂ y (W.starProjection v) = inner ℂ y v ∧
      inner ℂ (W.starProjection v) y = inner ℂ v y := by
  have h := W.sub_starProjection_mem_orthogonal v
  have h1 := Submodule.inner_right_of_mem_orthogonal hy h
  have h2 := Submodule.inner_left_of_mem_orthogonal hy h
  rw [inner_sub_right] at h1
  rw [inner_sub_left] at h2
  exact ⟨(sub_eq_zero.mp h1).symm, (sub_eq_zero.mp h2).symm⟩

/-- The squared norm of `T u` is that of its projection onto the small-component space `W` plus
that of the part which `W` misses. -/
theorem kinetic_deficit (T : H →ₗ[ℂ] K) (W : Submodule ℂ K) [W.HasOrthogonalProjection] (u : H) :
    ‖T u‖ ^ 2 = ‖W.starProjection (T u)‖ ^ 2 + ‖T u - W.starProjection (T u)‖ ^ 2 := by
  have h0 : inner ℂ (W.starProjection (T u)) (T u - W.starProjection (T u)) = 0 :=
    Submodule.inner_right_of_mem_orthogonal (W.starProjection_apply_mem (T u))
      (W.sub_starProjection_mem_orthogonal (T u))
  have h := norm_add_sq (𝕜 := ℂ) (W.starProjection (T u)) (T u - W.starProjection (T u))
  rw [h0, add_sub_cancel, map_zero] at h
  linarith

/-- Projection onto the small-component space `W` never increases the squared norm of `T u`. -/
theorem projected_kinetic_le (T : H →ₗ[ℂ] K) (W : Submodule ℂ K) [W.HasOrthogonalProjection]
    (u : H) : ‖W.starProjection (T u)‖ ^ 2 ≤ ‖T u‖ ^ 2 := by
  have h := kinetic_deficit T W u
  have h' := sq_nonneg ‖T u - W.starProjection (T u)‖
  linarith

/-- Projection onto `W` preserves `‖T u‖ ^ 2` for every `u` in `U` if and only if `W` contains
`T(U)`. -/
theorem kinetic_exact_iff (T : H →ₗ[ℂ] K) (U : Submodule ℂ H) (W : Submodule ℂ K)
    [W.HasOrthogonalProjection] :
    (∀ u ∈ U, ‖W.starProjection (T u)‖ ^ 2 = ‖T u‖ ^ 2) ↔ U.map T ≤ W := by
  constructor
  · rintro h _ ⟨u, hu, rfl⟩
    have h1 := kinetic_deficit T W u
    have h2 : ‖T u - W.starProjection (T u)‖ ^ 2 = 0 := by linarith [h u hu]
    have h3 : T u = W.starProjection (T u) :=
      sub_eq_zero.mp (norm_eq_zero.mp (pow_eq_zero_iff two_ne_zero |>.mp h2))
    rw [h3]
    exact W.starProjection_apply_mem (T u)
  · intro h u hu
    rw [Submodule.starProjection_eq_self_iff.mpr (h (Submodule.mem_map_of_mem hu))]

/-- Elimination of the small component: for `2c² + E ≠ 0` the Dirac equation in the basis fixes
`w` as a multiple of the projected `T u` and leaves an equation for `u` alone. -/
theorem isDiracSolution_iff (V : H →ₗ[ℂ] H) (T : H →ₗ[ℂ] K) (U : Submodule ℂ H)
    (W : Submodule ℂ K) [W.HasOrthogonalProjection] {c E : ℝ} (h : 2 * c ^ 2 + E ≠ 0)
    (u : H) (w : K) :
    IsDiracSolution V T U W c E u w ↔
      u ∈ U ∧ w = ((c / (2 * c ^ 2 + E) : ℝ) : ℂ) • W.starProjection (T u) ∧
      ∀ x ∈ U, inner ℂ x (V u) + ((c ^ 2 / (2 * c ^ 2 + E) : ℝ) : ℂ) *
        inner ℂ (W.starProjection (T x)) (W.starProjection (T u)) = (E : ℂ) * inner ℂ x u := by
  obtain ⟨k, hkdef⟩ : ∃ k : ℝ, k = c / (2 * c ^ 2 + E) := ⟨_, rfl⟩
  have hd : 2 * (c : ℂ) ^ 2 + (E : ℂ) ≠ 0 := by exact_mod_cast h
  have hk : (k : ℂ) * (2 * (c : ℂ) ^ 2 + (E : ℂ)) = c := by
    have hr : k * (2 * c ^ 2 + E) = c := by rw [hkdef]; exact div_mul_cancel₀ c h
    exact_mod_cast hr
  have hck : ((c ^ 2 / (2 * c ^ 2 + E) : ℝ) : ℂ) = (c : ℂ) * (k : ℂ) := by
    rw [hkdef]; push_cast; ring
  have hp := W.starProjection_apply_mem (T u)
  rw [← hkdef]
  constructor
  · rintro ⟨hu, hw, h1, h2⟩
    -- the second equation says that w - k P T u is orthogonal to W, where it lies
    have key : ∀ y ∈ W, inner ℂ y (w - (k : ℂ) • W.starProjection (T u)) = 0 := by
      intro y hy
      have e := h2 y hy
      rw [← (inner_projection W hy (T u)).1] at e
      rw [inner_sub_right, inner_smul_right]
      apply mul_left_cancel₀ hd
      linear_combination -e - inner ℂ y (W.starProjection (T u)) * hk
    have hwk : w = (k : ℂ) • W.starProjection (T u) :=
      sub_eq_zero.mp (inner_self_eq_zero.mp (key _ (W.sub_mem hw (W.smul_mem _ hp))))
    refine ⟨hu, hwk, fun x hx => ?_⟩
    have e := h1 x hx
    rw [hwk, inner_smul_right, ← (inner_projection W hp (T x)).2] at e
    rw [hck]
    linear_combination e
  · rintro ⟨hu, rfl, h1⟩
    refine ⟨hu, W.smul_mem _ hp, fun x hx => ?_, fun y hy => ?_⟩
    · have e := h1 x hx
      rw [hck] at e
      rw [inner_smul_right, ← (inner_projection W hp (T x)).2]
      linear_combination e
    · rw [inner_smul_right, (inner_projection W hy (T u)).1]
      linear_combination -(inner ℂ y (T u)) * hk

/-- For `2c² + E ≠ 0`, the reduced energy functional of a solution of the Dirac equation in the
basis equals `E ‖u‖²`. -/
theorem reducedEnergy_of_solution (V : H →ₗ[ℂ] H) (T : H →ₗ[ℂ] K) (U : Submodule ℂ H)
    (W : Submodule ℂ K) [W.HasOrthogonalProjection] {c E : ℝ} (h : 2 * c ^ 2 + E ≠ 0)
    {u : H} {w : K} (hs : IsDiracSolution V T U W c E u w) :
    reducedEnergy V T W E c u = E * ‖u‖ ^ 2 := by
  obtain ⟨hu, -, h1⟩ := (isDiracSolution_iff V T U W h u w).mp hs
  have e := congrArg Complex.re (h1 u hu)
  have n1 : (inner ℂ u u).re = ‖u‖ ^ 2 := inner_self_eq_norm_sq (𝕜 := ℂ) u
  have n2 : (inner ℂ (W.starProjection (T u)) (W.starProjection (T u))).re =
      ‖W.starProjection (T u)‖ ^ 2 := inner_self_eq_norm_sq (𝕜 := ℂ) _
  rw [Complex.add_re, Complex.re_ofReal_mul, Complex.re_ofReal_mul, n1, n2] at e
  exact e

/-- At fixed `E` the denominator `2c² + E` grows without bound with `c`. -/
theorem tendsto_denominator (E : ℝ) : Tendsto (fun c : ℝ => 2 * c ^ 2 + E) atTop atTop :=
  tendsto_atTop_add_const_right _ E
    ((tendsto_pow_atTop two_ne_zero).const_mul_atTop two_pos)

/-- At fixed `E` the kinetic prefactor `c² / (2c² + E)` tends to `1/2` as `c` grows. -/
theorem tendsto_prefactor (E : ℝ) :
    Tendsto (fun c : ℝ => c ^ 2 / (2 * c ^ 2 + E)) atTop (𝓝 (1 / 2)) := by
  have h := ((tendsto_denominator E).inv_tendsto_atTop.const_mul (E / 2)).const_sub (1 / 2)
  rw [mul_zero, sub_zero] at h
  refine h.congr' ?_
  filter_upwards [(tendsto_denominator E).eventually_gt_atTop 0] with c hc
  simp only [Pi.inv_apply]
  rw [eq_div_iff hc.ne']
  linear_combination (-(E / 2)) * inv_mul_cancel₀ hc.ne'

/-- Kinetic balance: at fixed `E` the reduced energy tends to the Schrödinger energy for every
`u` in `U` as `c` grows, if and only if the small-component space `W` contains `T(U)`. -/
theorem nonrelativistic_limit_iff (V : H →ₗ[ℂ] H) (T : H →ₗ[ℂ] K) (U : Submodule ℂ H)
    (W : Submodule ℂ K) [W.HasOrthogonalProjection] (E : ℝ) :
    (∀ u ∈ U, Tendsto (fun c => reducedEnergy V T W E c u) atTop
      (𝓝 (schrodingerEnergy V T u))) ↔ U.map T ≤ W := by
  -- in any basis the limit contains the projected kinetic term
  have lim : ∀ u, Tendsto (fun c => reducedEnergy V T W E c u) atTop
      (𝓝 ((inner ℂ u (V u)).re + 1 / 2 * ‖W.starProjection (T u)‖ ^ 2)) := fun u =>
    ((tendsto_prefactor E).mul_const _).const_add _
  rw [← kinetic_exact_iff T U W]
  refine forall₂_congr fun u _ => ⟨fun h => ?_, fun h => ?_⟩
  · have e := tendsto_nhds_unique (lim u) h
    unfold schrodingerEnergy at e
    linarith
  · have e : schrodingerEnergy V T u =
        (inner ℂ u (V u)).re + 1 / 2 * ‖W.starProjection (T u)‖ ^ 2 := by
      rw [schrodingerEnergy, h]; ring
    rw [e]
    exact lim u

/-- In matrix form, at fixed `E`, the reduced matrix tends to `V + B*B / 2` as `c` grows, and
`c²` times the difference tends to `-(E/4) B*B`. -/
theorem reducedMatrix_limit {m n : Type*} [Fintype m] (V : Matrix n n ℂ) (B : Matrix m n ℂ)
    (E : ℝ) :
    Tendsto (reducedMatrix V B E) atTop (𝓝 (V + (1 / 2 : ℝ) • (Bᴴ * B))) ∧
    Tendsto (fun c : ℝ => c ^ 2 • (reducedMatrix V B E c - (V + (1 / 2 : ℝ) • (Bᴴ * B))))
      atTop (𝓝 ((-(E / 4)) • (Bᴴ * B))) := by
  refine ⟨((tendsto_prefactor E).smul_const (Bᴴ * B)).const_add V, ?_⟩
  have h := ((tendsto_prefactor E).const_mul (-(E / 2))).smul_const (Bᴴ * B)
  rw [show -(E / 2) * (1 / 2) = -(E / 4) by ring] at h
  refine h.congr' ?_
  filter_upwards [(tendsto_denominator E).eventually_gt_atTop 0] with c hc
  have hr : c ^ 2 / (2 * c ^ 2 + E) * (2 * c ^ 2 + E) = c ^ 2 := div_mul_cancel₀ _ hc.ne'
  have s : -(E / 2) * (c ^ 2 / (2 * c ^ 2 + E)) =
      c ^ 2 * (c ^ 2 / (2 * c ^ 2 + E) - 1 / 2) := by
    linear_combination (-1 / 2) * hr
  rw [s, reducedMatrix, add_sub_add_left_eq_sub, ← sub_smul, smul_smul]

end

end KineticBalance
```

```lean
#print axioms KineticBalance.projected_kinetic_le
#print axioms KineticBalance.reducedEnergy_of_solution
#print axioms KineticBalance.nonrelativistic_limit_iff
#print axioms KineticBalance.reducedMatrix_limit
```

```
'KineticBalance.projected_kinetic_le' depends on axioms: [propext, Classical.choice, Quot.sound]
'KineticBalance.reducedEnergy_of_solution' depends on axioms: [propext, Classical.choice, Quot.sound]
'KineticBalance.nonrelativistic_limit_iff' depends on axioms: [propext, Classical.choice, Quot.sound]
'KineticBalance.reducedMatrix_limit' depends on axioms: [propext, Classical.choice, Quot.sound]
```

### Reading the Lean statements

`H` and `K` are complex inner-product spaces for the large and small components, and `U` and `W` are subspaces of them. Both `T` and `V` are defined on all of `H`, whereas σ·p is not defined on every square-integrable function. For a finite basis one can therefore take `H` to be the span of the large-component functions, and `V` the operator on it that has the matrix elements of the potential. The condition `W.HasOrthogonalProjection` holds automatically for a finite basis, and `W.starProjection` is P. The inner product is conjugate-linear in its first argument. The letter `T` is not the kinetic energy here: it stands for σ·p, and the kinetic energy is `‖T u‖ ^ 2 / 2`. The mass is one, and `E` is measured from the rest energy.

`IsDiracSolution` is the pair of tested equations above. It admits the zero pair, so an eigenvector needs the additional requirement that u and w are not both zero; for 2c² + E ≠ 0 this means u ≠ 0. `V` need not be Hermitian; the energies use the real part of ⟨u, Vu⟩, which is the whole of it in the Hermitian case. Neither `reducedEnergy` nor `schrodingerEnergy` divides by ‖u‖².

`nonrelativistic_limit_iff` is the main statement: convergence for each u in `U` is equivalent to `U.map T ≤ W`, where `U.map T` is T(U) and `≤` means inclusion. `reducedMatrix_limit` gives the matrix limit and its 1/c² correction, with `Bᴴ` for B†. It takes `B` as an arbitrary matrix; its identification with PT is the one made above by choosing bases.

There are two restrictions. In an atom or molecule the potential also acts on the small component, which would put it into the denominator 2c² + E; the model leaves this out. And E is fixed while c grows, whereas in a calculation E is an eigenvalue that moves with c. Passing from the limit at fixed E to the limit of the eigenvalues takes a further argument. In your example the explicit root supplies it.

For one-electron four-component calculations in a finite basis, the result gives a criterion for choosing small-component functions, within this model of a fixed E and a potential on the large component only.

### The elimination needs a nonzero denominator

Take H = K = ℂ with U and W the full spaces, V = 0, T = 0, c = 1 and E = −2, so that 2c² + E = 0. The pair u = 0, w = 1 solves both equations: the first reads 0 = 0 and the second −2 = −2. But PTu = 0, so w is not a multiple of PTu. The equivalence in `isDiracSolution_iff` thus fails at this point, and some condition must exclude it. Physically, E = −2c² is the upper edge of the free negative-energy continuum.

### How the lemmas carry the argument

`inner_projection` provides ⟨y, PTu⟩ = ⟨y, Tu⟩ for y in `W`, and the same with the arguments exchanged. `kinetic_deficit` is the Pythagorean identity: it expands the norm of a sum and removes the cross term `h0`. Dropping the nonnegative remainder gives `projected_kinetic_le`. In `kinetic_exact_iff`, equality makes the remainder zero, so Tu equals its own projection and lies in `W`; conversely, the projection fixes every vector of `W`.

In `isDiracSolution_iff`, the number `k` is c/(2c² + E). The step `key` shows that w − k PTu is orthogonal to `W`, and `inner_self_eq_zero` then makes it vanish. The `linear_combination` calls do the algebra of substituting w, in both directions. `reducedEnergy_of_solution` sets x = u and takes real parts.

`tendsto_denominator` shows that 2c² + E grows without bound, and `tendsto_prefactor` uses the decomposition of the prefactor given above. That identity needs a nonzero denominator, so it is applied only for c large enough to make the denominator positive, which suffices for a limit.

In `nonrelativistic_limit_iff`, `lim` is the limit with the projected kinetic term, valid in any basis. `tendsto_nhds_unique` compares it with the assumed Schrödinger limit, and `kinetic_exact_iff` turns equality of the kinetic terms into T(U) ⊆ W. `reducedMatrix_limit` multiplies the scalar limit by the fixed matrix B†B; for the correction it first rewrites c² times the scalar difference as −(E/2) times the prefactor, which tends to −E/4.
